# Repeating one unitary step in finite dimension returns all states close to their start, with bounded gaps

A return is measured here by the distance between state vectors, relative to the norm of the state, and one return time must serve all states at once. This is more than asking each state to return at a time of its own. It also counts the global phase, since $x$ and $-x$ are the same physical state but distant vectors.

The system has finitely many basis states, labelled by a finite type `n`, and a state $x$ is a vector of `EuclideanSpace ℂ n`, with the norm $\|x\|^2=\sum_i |x_i|^2$. Matrices carry the operator norm that belongs to it, so $\|A\|$ is the smallest $c\ge 0$ with $\|Ax\|\le c\|x\|$ for all $x$. The line `open scoped Matrix.Norms.L2Operator` selects this norm.

```lean
import Mathlib

open Matrix
open scoped Matrix.Norms.L2Operator

namespace QuantumRecurrence

noncomputable section

variable {n : Type*} [Fintype n] [DecidableEq n]
```

Time runs in equal steps, and the same matrix $U$ acts in each of them. After $m$ steps the state $x$ has become $U^m x$, which is `evolve U m x` in the code. The conversions `WithLp.toLp 2` and `x.ofLp` only pass between a Euclidean vector and its list of components. The definition accepts any square matrix; unitarity enters as a hypothesis where it is needed.

```lean
/-- The state reached from `x` after `m` steps of the evolution with one-step matrix `U`. -/
def evolve (U : Matrix n n ℂ) (m : ℕ) (x : EuclideanSpace ℂ n) : EuclideanSpace ℂ n :=
  WithLp.toLp 2 (U ^ m *ᵥ x.ofLp)
```

For continuous time the generator is a time-independent Hamiltonian matrix $H$. In units with $\hbar=1$ its propagator over the real time $t$ is $e^{-itH}$.

```lean
/-- The propagator `exp(-i t H)` of a Hamiltonian `H` over the time `t`, in units with `ħ = 1`. -/
def propagator (H : Matrix n n ℂ) (t : ℝ) : Matrix n n ℂ :=
  NormedSpace.exp ((-(t : ℂ) * Complex.I) • H)
```

## (a) The norm of a unitary matrix

Show that a unitary matrix $U$ satisfies
$$\|U\|\le 1 .$$

**Solution.** Since $U^\dagger U=1$, every state satisfies
$$\|Ux\|^2=\langle x,U^\dagger U x\rangle=\|x\|^2 .$$
Hence $c=1$ is an admissible constant in the definition of the operator norm.

In Lean, unitarity is the hypothesis `U ∈ Matrix.unitaryGroup n ℂ`. The proof separates the case of no basis states, where the only matrix has norm zero, from the case of at least one, where Mathlib supplies $\|U\|=1$. The inequality covers both.

```lean
/-- A unitary matrix has operator norm at most one. -/
theorem norm_unitary_le_one {U : Matrix n n ℂ} (hU : U ∈ Matrix.unitaryGroup n ℂ) :
    ‖U‖ ≤ 1 := by
  rcases isEmpty_or_nonempty n with h | h
  · have h0 : U = 0 := Subsingleton.elim _ _
    rw [h0, norm_zero]
    exact zero_le_one
  · exact (CStarRing.norm_of_mem_unitary hU).le
```

## (b) Cancelling the first steps

Let $U$ be unitary and let $j,m$ be natural numbers. Show that
$$\|U^m-1\|\le\|U^{j+m}-U^j\| .$$

**Solution.** The power $U^j$ is unitary, so $(U^j)^\dagger U^j=1$ and
$$(U^j)^\dagger\,(U^{j+m}-U^j)=(U^j)^\dagger U^j\,(U^m-1)=U^m-1 .$$
The matrix $(U^j)^\dagger$ is unitary too and has norm at most one by (a). Taking norms, with $\|AB\|\le\|A\|\,\|B\|$, gives the claim. Two powers that lie close together thus produce a power close to the identity.

The code writes the adjoint as `star`. The equation `e` is the cancellation above, and the `calc` chain is the estimate of the norms.

```lean
/-- The distance of `U ^ m` from the identity is at most the distance between the powers
`U ^ (j + m)` and `U ^ j` of a unitary matrix. -/
theorem norm_pow_sub_one_le {U : Matrix n n ℂ} (hU : U ∈ Matrix.unitaryGroup n ℂ) (j m : ℕ) :
    ‖U ^ m - 1‖ ≤ ‖U ^ (j + m) - U ^ j‖ := by
  have hj : U ^ j ∈ Matrix.unitaryGroup n ℂ := pow_mem hU j
  have h1 : star (U ^ j) * U ^ j = 1 := Matrix.mem_unitaryGroup_iff'.mp hj
  have hs : star (U ^ j) ∈ Matrix.unitaryGroup n ℂ := by
    rw [Matrix.mem_unitaryGroup_iff, star_star]
    exact h1
  -- undo the first `j` steps
  have e : U ^ m - 1 = star (U ^ j) * (U ^ (j + m) - U ^ j) := by
    rw [mul_sub, pow_add, ← mul_assoc, h1, one_mul]
  calc ‖U ^ m - 1‖ = ‖star (U ^ j) * (U ^ (j + m) - U ^ j)‖ := by rw [← e]
    _ ≤ ‖star (U ^ j)‖ * ‖U ^ (j + m) - U ^ j‖ := norm_mul_le _ _
    _ ≤ 1 * ‖U ^ (j + m) - U ^ j‖ :=
        mul_le_mul_of_nonneg_right (norm_unitary_le_one hs) (norm_nonneg _)
    _ = ‖U ^ (j + m) - U ^ j‖ := one_mul _
```

## (c) From matrices to states

Show for any square matrix $U$, any $m$ and any state $x$ that
$$\|U^m x-x\|\le\|U^m-1\|\,\|x\| .$$

**Solution.** The displacement is $U^m x-x=(U^m-1)x$, and the operator norm bounds the action of $U^m-1$ on $x$.

The Lean proof checks the first equation component by component and then applies the bound `Matrix.l2_opNorm_mulVec`.

```lean
/-- The displacement of a state after `m` steps is at most the operator norm of `U ^ m - 1`
times the norm of the state. -/
theorem norm_evolve_sub_le (U : Matrix n n ℂ) (m : ℕ) (x : EuclideanSpace ℂ n) :
    ‖evolve U m x - x‖ ≤ ‖U ^ m - 1‖ * ‖x‖ := by
  have e : evolve U m x - x = WithLp.toLp 2 ((U ^ m - 1) *ᵥ x.ofLp) := by
    ext i
    simp [evolve, Matrix.sub_mulVec]
  rw [e]
  exact Matrix.l2_opNorm_mulVec (U ^ m - 1) x
```

## (d) Return times in every long window

Let $U$ be unitary and $\varepsilon>0$. Show that there is a length $L$ such that for every natural number $N$ some $m$ satisfies
$$N<m\le N+L,\qquad \|U^m x-x\|\le\varepsilon\|x\|\ \text{ for all } x .$$

**Solution.** By (a) all powers $U^k$ lie in the closed unit ball of the space of matrices. That space has finite dimension, so the ball is compact and is covered by finitely many open balls of radius $\varepsilon/2$. From each of these that contains a power of $U$, pick one such power. The finitely many powers picked approximate every power of $U$ to within less than $\varepsilon$. Let $K$ be the largest of their exponents.

Given $N$, approximate the power $U^{N+1+K}$ by a picked power $U^k$ with $k\le K$:
$$\|U^{N+1+K}-U^k\|<\varepsilon .$$
Set $m=N+1+K-k$. Because $0\le k\le K$, we have $N+1\le m\le N+1+K$, so $L=K+1$ is long enough. Part (b) with $j=k$ gives $\|U^m-1\|<\varepsilon$, and (c) turns this into the bound for all states.

The order of the quantifiers in the Lean statement carries the physics: $L$ may depend on $U$ and $\varepsilon$, but not on $N$; and $m$ is chosen before $x$. The argument gives no estimate of $L$.

In the proof, `hb` records that the set of powers is totally bounded, and `Metric.finite_approx_of_totallyBounded` returns the finite set `t` of picked powers. The function `g` assigns to each of them an exponent, and `K` bounds these exponents. The arithmetic of the window is settled by `omega`.

```lean
/-- Quantum recurrence with bounded gaps: for a unitary evolution and a tolerance `ε` there is a
length `L` such that every window of `L` consecutive steps contains a time at which all states
are back within relative distance `ε`. -/
theorem quantum_recurrence_bounded_gaps {U : Matrix n n ℂ} (hU : U ∈ Matrix.unitaryGroup n ℂ)
    {ε : ℝ} (hε : 0 < ε) :
    ∃ L : ℕ, ∀ N : ℕ, ∃ m : ℕ, N < m ∧ m ≤ N + L ∧
      ∀ x : EuclideanSpace ℂ n, ‖evolve U m x - x‖ ≤ ε * ‖x‖ := by
  have : ProperSpace (Matrix n n ℂ) := FiniteDimensional.proper ℂ _
  -- all powers lie in a compact ball, so finitely many of them approximate every power
  have hb : TotallyBounded (Set.range fun k : ℕ => U ^ k) := by
    refine (isCompact_closedBall (0 : Matrix n n ℂ) 1).totallyBounded.subset ?_
    rintro _ ⟨k, rfl⟩
    exact mem_closedBall_zero_iff.mpr (norm_unitary_le_one (pow_mem hU k))
  obtain ⟨t, hts, htf, hcov⟩ := Metric.finite_approx_of_totallyBounded hb ε hε
  have hex : ∀ y : Matrix n n ℂ, ∃ k : ℕ, y ∈ t → U ^ k = y := by
    intro y
    by_cases hy : y ∈ t
    · obtain ⟨k, hk⟩ := hts hy
      exact ⟨k, fun _ => hk⟩
    · exact ⟨0, fun h => absurd h hy⟩
  choose g hg using hex
  obtain ⟨K, hK⟩ := (htf.image g).bddAbove
  refine ⟨K + 1, fun N => ?_⟩
  -- compare the power `N + 1 + K` with its approximant `g y ≤ K`
  obtain ⟨y, hy, hd⟩ := Set.mem_iUnion₂.mp (hcov ⟨N + 1 + K, rfl⟩)
  have hgK : g y ≤ K := hK ⟨y, hy, rfl⟩
  refine ⟨N + 1 + K - g y, by omega, by omega, fun x => ?_⟩
  have hd' : ‖U ^ (N + 1 + K) - U ^ (g y)‖ < ε := by
    rw [hg y hy, ← dist_eq_norm]
    exact hd
  have hs : g y + (N + 1 + K - g y) = N + 1 + K := by omega
  have h1 := norm_pow_sub_one_le hU (g y) (N + 1 + K - g y)
  rw [hs] at h1
  exact (norm_evolve_sub_le U _ x).trans
    (mul_le_mul_of_nonneg_right (h1.trans hd'.le) (norm_nonneg x))
```

## (e) Arbitrarily late returns

Let $U$ be unitary, $\varepsilon>0$ and $N$ a natural number. Show that there is a number of steps $m$ with
$$m>N,\qquad \|U^m x-x\|\le\varepsilon\|x\|\ \text{ for all } x .$$

**Solution.** Take the $m$ that (d) provides in the window after $N$ and forget its upper bound.

The name quantum recurrence is also used for infinite-dimensional systems with a discrete energy spectrum, where the return time may have to depend on the state. Those systems are not treated here: the compactness in (d) rests on the finite dimension.

```lean
/-- Quantum recurrence: after any number `N` of steps there is a later time at which a unitary
evolution has brought all states back within relative distance `ε`. -/
theorem quantum_recurrence {U : Matrix n n ℂ} (hU : U ∈ Matrix.unitaryGroup n ℂ)
    {ε : ℝ} (hε : 0 < ε) (N : ℕ) :
    ∃ m : ℕ, N < m ∧ ∀ x : EuclideanSpace ℂ n, ‖evolve U m x - x‖ ≤ ε * ‖x‖ := by
  obtain ⟨L, hL⟩ := quantum_recurrence_bounded_gaps hU hε
  obtain ⟨m, hm, -, hx⟩ := hL N
  exact ⟨m, hm, hx⟩
```

## (f) The survival probability

Let $U$ be unitary, $\varepsilon>0$ and $N$ a natural number. Show that one time $m>N$ serves all normalised states in
$$|\langle x,U^m x\rangle|^2\ge 1-\varepsilon .$$

**Solution.** Apply (e) with the tolerance $\varepsilon/2$. For $\|x\|=1$ the Cauchy–Schwarz inequality gives
$$|\langle x,U^m x-x\rangle|\le\|U^m x-x\|\le\varepsilon/2 .$$
From $1=\langle x,x\rangle=\langle x,U^m x\rangle-\langle x,U^m x-x\rangle$ and the triangle inequality, the overlap $a=|\langle x,U^m x\rangle|$ satisfies $a\ge 1-\varepsilon/2$. Since $(a-1)^2\ge 0$,
$$a^2\ge 2a-1\ge 1-\varepsilon .$$

In a simulation that repeats one unitary step on a finite basis in exact arithmetic, a decay of the survival probability is therefore never permanent, although the return may come very late.

Lean's `inner ℂ x y` is $\langle x,y\rangle$, conjugate-linear in the first argument as in Dirac notation. The decomposition of $1$ is the equation `e`, and `nlinarith` completes the last step from the square it is given.

```lean
/-- Under a unitary evolution there are arbitrarily late times at which the survival probability of
every normalised state is simultaneously at least `1 - ε`. -/
theorem survival_probability_recurrence {U : Matrix n n ℂ} (hU : U ∈ Matrix.unitaryGroup n ℂ)
    {ε : ℝ} (hε : 0 < ε) (N : ℕ) :
    ∃ m : ℕ, N < m ∧ ∀ x : EuclideanSpace ℂ n, ‖x‖ = 1 →
      1 - ε ≤ ‖inner ℂ x (evolve U m x)‖ ^ 2 := by
  obtain ⟨m, hm, h⟩ := quantum_recurrence hU (half_pos hε) N
  refine ⟨m, hm, fun x hx => ?_⟩
  have hd := h x
  rw [hx, mul_one] at hd
  have h2 : ‖inner ℂ x (evolve U m x - x)‖ ≤ ε / 2 := by
    have h3 := norm_inner_le_norm (𝕜 := ℂ) x (evolve U m x - x)
    rw [hx, one_mul] at h3
    exact h3.trans hd
  -- the overlap differs from one by at most `ε / 2`
  have e : (1 : ℂ) = inner ℂ x (evolve U m x) - inner ℂ x (evolve U m x - x) := by
    rw [inner_sub_right, inner_self_eq_norm_sq_to_K, hx]
    simp
  have h4 : 1 ≤ ‖inner ℂ x (evolve U m x)‖ + ‖inner ℂ x (evolve U m x - x)‖ := by
    have h5 := norm_sub_le (inner ℂ x (evolve U m x)) (inner ℂ x (evolve U m x - x))
    rw [← e, norm_one] at h5
    exact h5
  nlinarith [sq_nonneg (‖inner ℂ x (evolve U m x)‖ - 1)]
```

## (g) The propagator of a Hermitian Hamiltonian

Let $H$ be Hermitian and $t$ real. Show that the propagator is unitary:
$$(e^{-itH})^\dagger\,e^{-itH}=1 .$$

**Solution.** Put $A=-itH$. Since $H^\dagger=H$ and $t$ is real, $A^\dagger=itH=-A$. The adjoint of an exponential is the exponential of the adjoint, and $-A$ commutes with $A$, so
$$(e^A)^\dagger e^A=e^{-A}e^A=e^{-A+A}=e^0=1 .$$
For a square matrix this one-sided equation suffices for unitarity.

In the code, `e` states $A^\dagger=-A$ and `hc` states that the two exponents commute, which is what allows the exponentials to be merged.

```lean
/-- The propagator of a Hermitian Hamiltonian is unitary. -/
theorem propagator_unitary {H : Matrix n n ℂ} (hH : H.IsHermitian) (t : ℝ) :
    propagator H t ∈ Matrix.unitaryGroup n ℂ := by
  have e : ((-(t : ℂ) * Complex.I) • H)ᴴ = -((-(t : ℂ) * Complex.I) • H) := by
    rw [Matrix.conjTranspose_smul, hH.eq, ← neg_smul]
    congr 1
    simp
  have hc : Commute (-((-(t : ℂ) * Complex.I) • H)) ((-(t : ℂ) * Complex.I) • H) :=
    (Commute.refl ((-(t : ℂ) * Complex.I) • H)).neg_left
  rw [Matrix.mem_unitaryGroup_iff', Matrix.star_eq_conjTranspose, propagator,
    ← Matrix.exp_conjTranspose, e,
    ← Matrix.exp_add_of_commute _ _ hc,
    neg_add_cancel, NormedSpace.exp_zero]
```

## (h) Recurrence in continuous time

Let $H$ be Hermitian, $\varepsilon>0$ and $T$ real. Show that there is a real time $t$ with
$$t>T,\qquad \|e^{-itH}x-x\|\le\varepsilon\|x\|\ \text{ for all } x .$$

**Solution.** Choose a natural number $N>T$. The matrix $U=e^{-iH}$, the propagator over one unit of time, is unitary by (g). Part (e) gives $m>N$ with $\|U^m x-x\|\le\varepsilon\|x\|$ for all $x$. Multiples of $H$ commute, so $U^m=e^{-imH}$, and $t=m$ is the required time.

The argument needs the same matrix in each step, which a time-independent Hamiltonian provides. If the Hamiltonian varies in time, the propagators over successive steps can differ, and (e) then does not apply to them. If it varies periodically, the propagator over one full period is the same each time, and (e) applies with the period as the step. The equation `e` in the proof identifies the propagator over time $m$ with the $m$-th power of the propagator over time one.

```lean
/-- Recurrence in continuous time: under a Hermitian Hamiltonian there is, beyond any time `T`,
a time `t` at which all states are back within relative distance `ε`. -/
theorem hamiltonian_recurrence {H : Matrix n n ℂ} (hH : H.IsHermitian)
    {ε : ℝ} (hε : 0 < ε) (T : ℝ) :
    ∃ t : ℝ, T < t ∧ ∀ x : EuclideanSpace ℂ n,
      ‖WithLp.toLp 2 (propagator H t *ᵥ x.ofLp) - x‖ ≤ ε * ‖x‖ := by
  obtain ⟨N, hN⟩ := exists_nat_gt T
  obtain ⟨m, hm, h⟩ := quantum_recurrence (propagator_unitary hH 1) hε N
  -- `m` unit time steps make up the propagator over the time `m`
  have e : propagator H (m : ℝ) = propagator H 1 ^ m := by
    unfold propagator
    rw [← Matrix.exp_nsmul, ← Nat.cast_smul_eq_nsmul ℂ, smul_smul]
    congr 2
    push_cast
    ring
  refine ⟨m, hN.trans (by exact_mod_cast hm), fun x => ?_⟩
  rw [e]
  exact h x
```

## (i) Recurrence of a state excludes its loss of norm

Let $A$ be a matrix with $\|Ay\|\le\|y\|$ for all $y$. Suppose that for a given state $x$ and every $\varepsilon>0$ there is an $m>0$ with $\|A^m x-x\|\le\varepsilon$. Show that
$$\|Ax\|=\|x\| .$$

The condition on $A$ allows a loss of norm but no gain, as in an evolution where part of the wave function may be absorbed at each step.

**Solution.** Norm lost in the first step is never regained: from $\|A^{k+2}x\|=\|A(A^{k+1}x)\|\le\|A^{k+1}x\|$ it follows by induction that $\|A^{k+1}x\|\le\|Ax\|$ for all $k\ge 0$. Given $\varepsilon>0$, take the return time $m=k+1$ from the assumption. Then
$$\|x\|\le\|A^m x\|+\|A^m x-x\|\le\|Ax\|+\varepsilon .$$
As $\varepsilon$ is arbitrary, $\|x\|\le\|Ax\|$, and the reverse inequality is the condition on $A$ with $y=x$.

Read the other way round, a state that loses norm in the first step stays at least some fixed distance away from its start at all later steps. The conclusion concerns the one state $x$ and does not make $A$ unitary.

The hypothesis `hA` is the absence of gain and `hrec` the recurrence of $x$. Its requirement `0 < m` rules out the trivial return at time zero. The induction is `hmono`, and `le_of_forall_pos_le_add` removes the arbitrary $\varepsilon$.

```lean
/-- If an evolution never increases norms and brings the state `x` arbitrarily close to itself at
positive times, then its first step preserves the norm of `x`. -/
theorem norm_preserved_of_recurrent {A : Matrix n n ℂ}
    (hA : ∀ y : EuclideanSpace ℂ n, ‖evolve A 1 y‖ ≤ ‖y‖) (x : EuclideanSpace ℂ n)
    (hrec : ∀ ε : ℝ, 0 < ε → ∃ m : ℕ, 0 < m ∧ ‖evolve A m x - x‖ ≤ ε) :
    ‖evolve A 1 x‖ = ‖x‖ := by
  -- norm lost in the first step is never regained
  have hmono : ∀ k : ℕ, ‖evolve A (k + 1) x‖ ≤ ‖evolve A 1 x‖ := by
    intro k
    induction k with
    | zero => simp
    | succ k ih =>
      have e : evolve A (k + 1 + 1) x = evolve A 1 (evolve A (k + 1) x) := by
        unfold evolve
        rw [Matrix.mulVec_mulVec, pow_one, ← pow_succ']
      rw [e]
      exact (hA _).trans ih
  refine le_antisymm (hA x) (le_of_forall_pos_le_add fun ε hε => ?_)
  obtain ⟨m, hm, h⟩ := hrec ε hε
  obtain ⟨k, rfl⟩ := Nat.exists_eq_succ_of_ne_zero hm.ne'
  have h1 : ‖evolve A (k + 1) x‖ ≤ ‖evolve A 1 x‖ := hmono k
  have h2 : ‖x‖ - ‖evolve A (k + 1) x‖ ≤ ‖evolve A (k + 1) x - x‖ := by
    rw [norm_sub_rev]
    exact norm_sub_norm_le _ _
  have h3 : ‖evolve A (k + 1) x - x‖ ≤ ε := h
  linarith

end

end QuantumRecurrence
```

```lean
#print axioms QuantumRecurrence.quantum_recurrence_bounded_gaps
#print axioms QuantumRecurrence.survival_probability_recurrence
#print axioms QuantumRecurrence.hamiltonian_recurrence
#print axioms QuantumRecurrence.norm_preserved_of_recurrent
```

```
'QuantumRecurrence.quantum_recurrence_bounded_gaps' depends on axioms: [propext, Classical.choice, Quot.sound]
'QuantumRecurrence.survival_probability_recurrence' depends on axioms: [propext, Classical.choice, Quot.sound]
'QuantumRecurrence.hamiltonian_recurrence' depends on axioms: [propext, Classical.choice, Quot.sound]
'QuantumRecurrence.norm_preserved_of_recurrent' depends on axioms: [propext, Classical.choice, Quot.sound]
```
